# Independent, uniformly random sign vectors, m in number, are all orthogonal to a given nonzero real vector with probability at most 2⁻ᵐ

In exact arithmetic, power or Lanczos iteration with a real symmetric Hamiltonian never gains overlap with an eigenvector orthogonal to the starting vector. A random start with entries 1 and −1 is therefore no use for finding a target eigenvector with which it has exactly zero overlap. The lemma `repeated_starts` takes any nonzero real target vector `u` on a finite set of sites and says that, among all lists of `m` sign vectors, repeats allowed, the fraction in which every vector is orthogonal to `u` is at most (1/2)ᵐ. Neither the target nor the sign vectors are normalised, but normalising them would not change which overlaps vanish. The proof writes this fraction as the `m`-th power of the fraction for a single start, which an earlier lemma bounds by one half, and then raises that bound to the power `m`.

This version doesn't compile in Lean 4 with Mathlib:

```lean
import Mathlib

open Matrix

namespace RepeatedStarts

noncomputable section

variable {ι : Type*} [Fintype ι] [DecidableEq ι]

/-- The starting vector with entries 1 and -1 encoded by a string of bits. -/
def signVector (z : ι → Bool) : ι → ℝ := fun i => if z i then 1 else -1

/-- Reverse the sign at site `k` and keep all others. -/
def flipSign (k : ι) (z : ι → Bool) : ι → Bool := Function.update z k (!z k)

/-- The sign strings whose starting vector has zero overlap with the target `u`. -/
def misses (u : ι → ℝ) : Finset (ι → Bool) :=
  Finset.univ.filter fun z => u ⬝ᵥ signVector z = 0

/-- The probability that a uniformly random sign vector is orthogonal to the target `u`. -/
def missProbability (u : ι → ℝ) : ℝ := ((misses u).card : ℝ) / 2 ^ Fintype.card ι

omit [Fintype ι] [DecidableEq ι] in
/-- Every entry of a sign vector has square one. -/
theorem signVector_sq (z : ι → Bool) (i : ι) : signVector z i ^ 2 = 1 := by
  cases h : z i <;> simp [signVector, h]

/-- Reversing the sign at site `k` changes the overlap by minus twice the contribution
of that site. -/
theorem overlap_flipSign (u : ι → ℝ) (k : ι) (z : ι → Bool) :
    u ⬝ᵥ signVector (flipSign k z) = u ⬝ᵥ signVector z - 2 * u k * signVector z k := by
  have h : signVector (flipSign k z)
      = signVector z - Pi.single k (2 * signVector z k) := by
    ext i
    by_cases hi : i = k
    · subst hi
      cases hz : z i <;> simp [signVector, flipSign, hz] <;> norm_num
    · simp [signVector, flipSign, hi]
  rw [h, dotProduct_sub, dotProduct_single]
  ring

/-- If the target has weight on site `k`, the misses and their partners flipped at `k`
are together twice as many as the misses. -/
theorem card_misses_union_flip {u : ι → ℝ} {k : ι} (hk : u k ≠ 0) :
    (misses u ∪ (misses u).image (flipSign k)).card = 2 * (misses u).card := by
  have hinv : Function.Involutive (flipSign k) := fun z => by simp [flipSign]
  have hdisj : Disjoint (misses u) ((misses u).image (flipSign k)) := by
    refine Finset.disjoint_left.2 fun w hw hw' => ?_
    obtain ⟨z, hz, rfl⟩ := Finset.mem_image.1 hw'
    simp only [misses, Finset.mem_filter, Finset.mem_univ, true_and] at hw hz
    rw [overlap_flipSign, hz] at hw
    have hs : signVector z k ≠ 0 := by
      intro h0
      have h1 := signVector_sq z k
      rw [h0] at h1
      norm_num at h1
    exact mul_ne_zero hk hs (by linarith)
  rw [Finset.card_union_of_disjoint hdisj,
    Finset.card_image_of_injective _ hinv.injective, two_mul]

/-- A random sign start is orthogonal to a given nonzero target with probability at most
one half. -/
theorem missProbability_le_half {u : ι → ℝ} (hu : u ≠ 0) : missProbability u ≤ 1 / 2 := by
  obtain ⟨k, hk⟩ := Function.ne_iff.1 hu
  have h := Finset.card_le_univ (misses u ∪ (misses u).image (flipSign k))
  rw [card_misses_union_flip hk, Fintype.card_fun, Fintype.card_bool] at h
  have h' : (2 : ℝ) * (misses u).card ≤ 2 ^ Fintype.card ι := by exact_mod_cast h
  rw [missProbability, div_le_iff₀ (by positivity)]
  linarith

/-- Among all choices of `m` sign starts, the fraction in which every start misses a given
nonzero target is at most one half to the power `m`. -/
theorem repeated_starts {u : ι → ℝ} (hu : u ≠ 0) (m : ℕ) :
    ((Finset.univ.filter fun Z : Fin m → ι → Bool =>
      ∀ a, u ⬝ᵥ signVector (Z a) = 0).card : ℝ) / (2 ^ Fintype.card ι) ^ m
      ≤ (1 / 2) ^ m := by
  have h : (Finset.univ.filter fun Z : Fin m → ι → Bool =>
      ∀ a, u ⬝ᵥ signVector (Z a) = 0) = Fintype.piFinset fun _ => misses u := by
    ext Z
    simp [misses, Fintype.mem_piFinset]
  have hc : (Fintype.piFinset fun _ : Fin m => misses u).card = (misses u).card ^ m := by
    simp [Fintype.card_piFinset]
  rw [h, hc, Nat.cast_pow, ← div_pow]
  exact pow_le_pow_left₀ (by positivity) (missProbability_le_half hu) m

end

end RepeatedStarts
```

Compiling this gives:

```
Main.lean:85:29: error: failed to prove positivity/nonnegativity/nonzeroness
```

The error means that `positivity` could not show that a quantity is nonnegative. `pow_le_pow_left₀` needs this for the smaller of the two bases, and here Lean takes that base from the other argument, `missProbability_le_half hu`, where it is written `missProbability u`. The tactic judges an expression by its visible form and does not unfold this definition, so it never sees the quotient inside.

The repair proves the nonnegativity separately as `h0`. There `unfold missProbability` exposes a natural number divided by a power of two, which `positivity` can handle, and `h0` then takes the place of the failed `by positivity`. The goal itself still shows the quotient where `h0` and the bound say `missProbability u`, but the two are equal by definition and `exact` accepts the match.

As a diff, the version that Lean accepts:

```diff
@@ -83,5 +83,8 @@
     simp [Fintype.card_piFinset]
   rw [h, hc, Nat.cast_pow, ← div_pow]
-  exact pow_le_pow_left₀ (by positivity) (missProbability_le_half hu) m
+  have h0 : 0 ≤ missProbability u := by
+    unfold missProbability
+    positivity
+  exact pow_le_pow_left₀ h0 (missProbability_le_half hu) m
 
 end
```
